# Row and snake order on an L × L grid have equal total label distance over nearest-neighbour bonds, but for L ≥ 2 their largest distances are L and 2L − 1

Before I apply the Jordan-Wigner transformation to a hopping Hamiltonian on a square lattice, I have to number the sites. The hopping term between sites labelled $p<q$ carries a Pauli $Z$ on every label strictly between them, so the numbering fixes the operator lengths. Snake order, which reverses every second row, keeps successive labels adjacent on the lattice. Yet on an $L\times L$ grid it seems to have the same summed label distance over nearest-neighbour bonds as plain row order, $L^3-L$, and for $L\ge2$ a longest bond of $2L-1$ instead of $L$. Can this be made rigorous and machine-checked?

## Odd bond lengths that sum to a square

Yes. Take $R$ rows and $C$ columns, both at least 1, with site $(r,c)$ counted from zero. Row order assigns the label $Cr+c$. Snake order assigns the same label when $r$ is even, and $Cr+C-1-c$ when $r$ is odd. Either way, row $r$ fills the block $Cr,\dots,Cr+C-1$ once, so both are bijections onto $0,\dots,RC-1$.

The length of a bond here means the absolute difference of its two site labels, not a distance in space. A horizontal bond changes the label by $\pm1$ in both orders, so its length is 1. A vertical bond from $(r,c)$ to $(r+1,c)$ has length $C$ in row order. In snake order its length is

$$
\begin{aligned}
r\text{ even:}\quad & C(r+1)+C-1-c-(Cr+c)=2(C-c)-1,\\
r\text{ odd:}\quad & C(r+1)+c-(Cr+C-1-c)=2c+1.
\end{aligned}
$$

As $c$ runs from $0$ to $C-1$, each formula gives the odd numbers $1,3,\dots,2C-1$ once, and their sum is $C^2$. Row order gives $C\cdot C=C^2$ as well. With $R(C-1)$ horizontal bonds and $R-1$ gaps between rows, both totals are
$$R(C-1)+(R-1)C^2,$$
which for $R=C=L$ is $L(L-1)(L+1)=L^3-L$.

When $R\ge2$, the vertical bond at $(0,0)$ exists and has length $C$ in row order and $2C-1$ in snake order. No bond is longer.

A bond of length $d$ has $d-1$ labels strictly inside. The square grid has $2L(L-1)$ bonds, so the strings contain
$$L^3-L-2L(L-1)=L(L-1)^2$$
$Z$ operators in either order, counting one string per bond.

For $L=3$, the vertical lengths in one gap are $3,3,3$ against $5,3,1$. Both totals are 24, and both orders have 12 $Z$ operators.

## Grid, bonds and strings in Lean

```lean
import Mathlib

open Finset

namespace SnakeVersusRowOrder

/-- Row-by-row label of the site in row `r` and column `c` of a grid with `C` columns. -/
def rowLabel (C r c : ℕ) : ℤ := (C : ℤ) * r + c

/-- Snake (boustrophedon) label: even rows are numbered left to right, odd rows right to left. -/
def snakeLabel (C r c : ℕ) : ℤ :=
  (C : ℤ) * r + (if Even r then (c : ℤ) else (C : ℤ) - 1 - c)

/-- Nearest-neighbour bonds of the grid with `R` rows and `C` columns: `inl (r, c)` joins
`(r, c)` to `(r, c + 1)`, and `inr (r, c)` joins `(r, c)` to `(r + 1, c)`. -/
def bonds (R C : ℕ) : Finset ((ℕ × ℕ) ⊕ (ℕ × ℕ)) :=
  (range R ×ˢ range (C - 1)).disjSum (range (R - 1) ×ˢ range C)

/-- The labels of the two sites joined by a bond. -/
def ends (f : ℕ → ℕ → ℤ) : (ℕ × ℕ) ⊕ (ℕ × ℕ) → ℤ × ℤ
  | .inl (r, c) => (f r c, f r (c + 1))
  | .inr (r, c) => (f r c, f (r + 1) c)

/-- The absolute label difference across a bond. -/
def bondLength (f : ℕ → ℕ → ℤ) (b : (ℕ × ℕ) ⊕ (ℕ × ℕ)) : ℤ :=
  |(ends f b).2 - (ends f b).1|

/-- The sum of the absolute label differences over all bonds of the grid. -/
def totalLength (R C : ℕ) (f : ℕ → ℕ → ℤ) : ℤ := ∑ b ∈ bonds R C, bondLength f b

/-- The labels strictly between the ends of a bond, where the Jordan-Wigner form of the
hopping term carries a Pauli Z. -/
noncomputable def zString (f : ℕ → ℕ → ℤ) (b : (ℕ × ℕ) ⊕ (ℕ × ℕ)) : Finset ℤ :=
  Ioo (min (ends f b).1 (ends f b).2) (max (ends f b).1 (ends f b).2)

/-- Row order and snake order both number the sites of the grid bijectively by
`0, ..., R * C - 1`. -/
theorem labels_bijOn (R C : ℕ) :
    Set.BijOn (fun p : ℕ × ℕ => rowLabel C p.1 p.2)
      ↑(range R ×ˢ range C) ↑(Ico (0 : ℤ) ((R : ℤ) * C)) ∧
    Set.BijOn (fun p : ℕ × ℕ => snakeLabel C p.1 p.2)
      ↑(range R ×ˢ range C) ↑(Ico (0 : ℤ) ((R : ℤ) * C)) := by
  -- any numbering that fills the rows one after another is a bijection
  have key : ∀ g : ℕ → ℕ → ℤ, (∀ r c, c < C → 0 ≤ g r c ∧ g r c < C) →
      (∀ r c c', g r c = g r c' → c = c') →
      Set.BijOn (fun p : ℕ × ℕ => (C : ℤ) * p.1 + g p.1 p.2)
        ↑(range R ×ˢ range C) ↑(Ico (0 : ℤ) ((R : ℤ) * C)) := by
    intro g hg hinj
    have hC : (0 : ℤ) ≤ C := Int.natCast_nonneg C
    have step : ∀ a b : ℕ, a < b → (C : ℤ) * a + C ≤ C * b := by
      intro a b hab
      have h1 : (a : ℤ) + 1 ≤ b := by exact_mod_cast hab
      have h2 := mul_le_mul_of_nonneg_left h1 hC
      linarith
    have hmaps : Set.MapsTo (fun p : ℕ × ℕ => (C : ℤ) * p.1 + g p.1 p.2)
        ↑(range R ×ˢ range C) ↑(Ico (0 : ℤ) ((R : ℤ) * C)) := by
      rintro ⟨r, c⟩ hp
      have hp' := Finset.mem_product.1 (Finset.mem_coe.1 hp)
      have h1 := step r R (Finset.mem_range.1 hp'.1)
      have h2 := hg r c (Finset.mem_range.1 hp'.2)
      have h3 : (0 : ℤ) ≤ (C : ℤ) * r := by positivity
      refine Finset.mem_coe.2 (Finset.mem_Ico.2 ⟨?_, ?_⟩)
      · show (0 : ℤ) ≤ (C : ℤ) * r + g r c
        linarith [h2.1]
      · show (C : ℤ) * r + g r c < (R : ℤ) * C
        linarith [h2.2, mul_comm (R : ℤ) C]
    have hinj' : Set.InjOn (fun p : ℕ × ℕ => (C : ℤ) * p.1 + g p.1 p.2)
        ↑(range R ×ˢ range C) := by
      rintro ⟨r, c⟩ hp ⟨r', c'⟩ hq h
      have hp' := Finset.mem_product.1 (Finset.mem_coe.1 hp)
      have hq' := Finset.mem_product.1 (Finset.mem_coe.1 hq)
      have h1 := hg r c (Finset.mem_range.1 hp'.2)
      have h2 := hg r' c' (Finset.mem_range.1 hq'.2)
      change (C : ℤ) * r + g r c = (C : ℤ) * r' + g r' c' at h
      rcases lt_trichotomy r r' with hr | hr | hr
      · linarith [step r r' hr, h1.2, h2.1]
      · subst hr
        have hc := hinj r c c' (by linarith)
        rw [hc]
      · linarith [step r' r hr, h1.1, h2.2]
    have hcard : (Ico (0 : ℤ) ((R : ℤ) * C)).card = (range R ×ˢ range C).card := by
      rw [Int.card_Ico, card_product, card_range, card_range, sub_zero, ← Nat.cast_mul,
        Int.toNat_natCast]
    exact ⟨hmaps, hinj', Finset.surjOn_of_injOn_of_card_le _ hmaps hinj' hcard.le⟩
  constructor
  · exact key (fun _ c => (c : ℤ)) (by intro r c hc; omega)
      (by intro r c c' h; omega)
  · exact key (fun r c => if Even r then (c : ℤ) else (C : ℤ) - 1 - c)
      (by intro r c hc; split_ifs <;> omega)
      (by intro r c c' h; split_ifs at h <;> omega)

/-- In row order a horizontal bond has length `1` and a vertical bond has length `C`. -/
theorem row_length (C r c : ℕ) :
    bondLength (rowLabel C) (.inl (r, c)) = 1 ∧
    bondLength (rowLabel C) (.inr (r, c)) = C := by
  have hC : (0 : ℤ) ≤ C := Int.natCast_nonneg C
  simp only [bondLength, ends, rowLabel]
  push_cast
  constructor
  · rw [abs_eq (by norm_num)]
    left
    ring
  · rw [abs_of_nonneg]
    · ring
    · linarith

/-- In snake order a horizontal bond has length `1`. -/
theorem snake_horizontal (C r c : ℕ) :
    bondLength (snakeLabel C) (.inl (r, c)) = 1 := by
  simp only [bondLength, ends, snakeLabel]
  rw [abs_eq (by norm_num)]
  by_cases h : Even r
  · left
    simp only [if_pos h]
    push_cast
    ring
  · right
    simp only [if_neg h]
    push_cast
    ring

/-- In snake order the vertical bond below site `(r, c)` has length `2 (C - c) - 1` if `r` is
even and `2 c + 1` if `r` is odd. -/
theorem snake_vertical {C c : ℕ} (r : ℕ) (hc : c < C) :
    bondLength (snakeLabel C) (.inr (r, c)) =
      if Even r then 2 * ((C : ℤ) - c) - 1 else 2 * (c : ℤ) + 1 := by
  have hc' : (c : ℤ) + 1 ≤ C := by exact_mod_cast hc
  have hc0 : (0 : ℤ) ≤ c := Int.natCast_nonneg c
  simp only [bondLength, ends, snakeLabel]
  by_cases h : Even r
  · have h' : ¬ Even (r + 1) := by simp [Nat.even_add_one, h]
    simp only [if_pos h, if_neg h']
    push_cast
    rw [abs_of_nonneg]
    · ring
    · linarith
  · have h' : Even (r + 1) := by simpa [Nat.even_add_one] using h
    simp only [if_neg h, if_pos h']
    push_cast
    rw [abs_of_nonneg]
    · ring
    · linarith

/-- Every bond of the grid has length between `1` and `C` in row order, and between `1` and
`2 C - 1` in snake order. -/
theorem bond_bounds {R C : ℕ} {b : (ℕ × ℕ) ⊕ (ℕ × ℕ)} (hb : b ∈ bonds R C) :
    (1 ≤ bondLength (rowLabel C) b ∧ bondLength (rowLabel C) b ≤ C) ∧
    (1 ≤ bondLength (snakeLabel C) b ∧ bondLength (snakeLabel C) b ≤ 2 * C - 1) := by
  rcases b with ⟨r, c⟩ | ⟨r, c⟩
  · simp only [bonds, Finset.inl_mem_disjSum, mem_product, mem_range] at hb
    rw [(row_length C r c).1, snake_horizontal]
    refine ⟨⟨?_, ?_⟩, ?_, ?_⟩ <;> omega
  · simp only [bonds, Finset.inr_mem_disjSum, mem_product, mem_range] at hb
    rw [(row_length C r c).2, snake_vertical r hb.2]
    split_ifs <;> refine ⟨⟨?_, ?_⟩, ?_, ?_⟩ <;> omega

/-- On every non-empty rectangular grid the two orders have the same total length,
`R (C - 1) + (R - 1) C ^ 2`. -/
theorem total_rectangle {R C : ℕ} (hR : 1 ≤ R) (hC : 1 ≤ C) :
    totalLength R C (rowLabel C) = R * ((C : ℤ) - 1) + ((R : ℤ) - 1) * C ^ 2 ∧
    totalLength R C (snakeLabel C) = R * ((C : ℤ) - 1) + ((R : ℤ) - 1) * C ^ 2 := by
  -- only the vertical length between two successive rows matters
  have key : ∀ f : ℕ → ℕ → ℤ, (∀ r c, bondLength f (.inl (r, c)) = 1) →
      (∀ r, ∑ c ∈ range C, bondLength f (.inr (r, c)) = (C : ℤ) ^ 2) →
      totalLength R C f = R * ((C : ℤ) - 1) + ((R : ℤ) - 1) * C ^ 2 := by
    intro f hh hv
    simp only [totalLength, bonds, Finset.sum_disjSum, Finset.sum_product, hh, hv,
      sum_const, card_product, card_range, nsmul_eq_mul]
    rw [Nat.cast_mul, Nat.cast_sub hR, Nat.cast_sub hC]
    push_cast
    ring
  have odd_up : ∀ n : ℕ, ∑ c ∈ range n, (2 * (c : ℤ) + 1) = (n : ℤ) ^ 2 := by
    intro n
    induction n with
    | zero => simp
    | succ n ih => rw [sum_range_succ, ih]; push_cast; ring
  have odd_down : ∀ (a : ℤ) (n : ℕ),
      ∑ c ∈ range n, (2 * (a - (c : ℤ)) - 1) = 2 * a * n - (n : ℤ) ^ 2 := by
    intro a n
    induction n with
    | zero => simp
    | succ n ih => rw [sum_range_succ, ih]; push_cast; ring
  constructor
  · refine key _ (fun r c => (row_length C r c).1) (fun r => ?_)
    rw [sum_congr rfl (fun c _ => (row_length C r c).2), sum_const, card_range, nsmul_eq_mul]
    ring
  · refine key _ (snake_horizontal C) (fun r => ?_)
    rw [sum_congr rfl (fun c hc => snake_vertical r (mem_range.1 hc))]
    by_cases h : Even r
    · simp only [if_pos h]
      rw [odd_down]
      ring
    · simp only [if_neg h]
      exact odd_up C

/-- On a grid with at least two rows and one column, the largest bond length is `C` in row
order and `2 C - 1` in snake order. -/
theorem longest_rectangle {R C : ℕ} (hR : 2 ≤ R) (hC : 1 ≤ C) :
    IsGreatest (bondLength (rowLabel C) '' ↑(bonds R C)) (C : ℤ) ∧
    IsGreatest (bondLength (snakeLabel C) '' ↑(bonds R C)) (2 * (C : ℤ) - 1) := by
  -- the vertical bond at the corner attains both maxima
  have h0 : (Sum.inr (0, 0) : (ℕ × ℕ) ⊕ (ℕ × ℕ)) ∈ bonds R C := by
    simp only [bonds, Finset.inr_mem_disjSum, mem_product, mem_range]
    omega
  refine ⟨⟨⟨_, Finset.mem_coe.2 h0, (row_length C 0 0).2⟩, ?_⟩,
    ⟨⟨_, Finset.mem_coe.2 h0, ?_⟩, ?_⟩⟩
  · rintro _ ⟨b, hb, rfl⟩
    exact (bond_bounds (Finset.mem_coe.1 hb)).1.2
  · rw [snake_vertical 0 (by omega)]
    simp
  · rintro _ ⟨b, hb, rfl⟩
    exact (bond_bounds (Finset.mem_coe.1 hb)).2.2

/-- On the `L` by `L` grid with `L ≥ 2`, row order and snake order have the same total length
`L ^ 3 - L`, while their largest bond lengths are `L` and `2 L - 1`. -/
theorem row_versus_snake {L : ℕ} (hL : 2 ≤ L) :
    totalLength L L (rowLabel L) = (L : ℤ) ^ 3 - L ∧
    totalLength L L (snakeLabel L) = (L : ℤ) ^ 3 - L ∧
    IsGreatest (bondLength (rowLabel L) '' ↑(bonds L L)) (L : ℤ) ∧
    IsGreatest (bondLength (snakeLabel L) '' ↑(bonds L L)) (2 * (L : ℤ) - 1) := by
  have hL1 : 1 ≤ L := by omega
  obtain ⟨h1, h2⟩ := total_rectangle hL1 hL1
  refine ⟨?_, ?_, longest_rectangle hL hL1⟩
  · rw [h1]; ring
  · rw [h2]; ring

/-- For a bond with distinct end labels, the number of labels in `zString` is the bond length minus
one. -/
theorem zString_card (f : ℕ → ℕ → ℤ) (b : (ℕ × ℕ) ⊕ (ℕ × ℕ))
    (h : (ends f b).1 ≠ (ends f b).2) :
    ((zString f b).card : ℤ) = bondLength f b - 1 := by
  unfold zString bondLength
  rw [Int.card_Ioo]
  rcases le_total (ends f b).1 (ends f b).2 with hle | hle
  · rw [min_eq_left hle, max_eq_right hle, abs_of_nonneg (sub_nonneg.2 hle)]
    omega
  · rw [min_eq_right hle, max_eq_left hle, abs_of_nonpos (sub_nonpos.2 hle)]
    omega

/-- Summed over all bonds of the `L` by `L` grid, the Z strings contain `L (L - 1) ^ 2` Pauli Z
operators in row order and equally many in snake order. -/
theorem total_zString (L : ℕ) :
    ∑ b ∈ bonds L L, ((zString (rowLabel L) b).card : ℤ) = L * ((L : ℤ) - 1) ^ 2 ∧
    ∑ b ∈ bonds L L, ((zString (snakeLabel L) b).card : ℤ) = L * ((L : ℤ) - 1) ^ 2 := by
  rcases Nat.eq_zero_or_pos L with rfl | hL
  · simp [bonds]
  -- each bond contributes its length minus one
  have key : ∀ f : ℕ → ℕ → ℤ, (∀ b ∈ bonds L L, 1 ≤ bondLength f b) →
      totalLength L L f = L * ((L : ℤ) - 1) + ((L : ℤ) - 1) * L ^ 2 →
      ∑ b ∈ bonds L L, ((zString f b).card : ℤ) = L * ((L : ℤ) - 1) ^ 2 := by
    intro f hpos htot
    have hcard : ((bonds L L).card : ℤ) = 2 * L * ((L : ℤ) - 1) := by
      simp only [bonds, Finset.card_disjSum, card_product, card_range]
      rw [Nat.cast_add, Nat.cast_mul, Nat.cast_mul, Nat.cast_sub hL]
      push_cast
      ring
    have hz : ∀ b ∈ bonds L L, ((zString f b).card : ℤ) = bondLength f b - 1 := by
      intro b hb
      refine zString_card f b (fun h => ?_)
      have h1 := hpos b hb
      rw [bondLength, h, sub_self, abs_zero] at h1
      omega
    rw [sum_congr rfl hz, sum_sub_distrib, sum_const, nsmul_eq_mul, hcard]
    change totalLength L L f - _ = _
    rw [htot]
    ring
  obtain ⟨h1, h2⟩ := total_rectangle hL hL
  exact ⟨key _ (fun b hb => (bond_bounds hb).1.1) h1,
    key _ (fun b hb => (bond_bounds hb).2.1) h2⟩

end SnakeVersusRowOrder
```

```lean
#print axioms SnakeVersusRowOrder.labels_bijOn
#print axioms SnakeVersusRowOrder.row_versus_snake
#print axioms SnakeVersusRowOrder.total_zString
```

```
'SnakeVersusRowOrder.labels_bijOn' depends on axioms: [propext, Classical.choice, Quot.sound]
'SnakeVersusRowOrder.row_versus_snake' depends on axioms: [propext, Classical.choice, Quot.sound]
'SnakeVersusRowOrder.total_zString' depends on axioms: [propext, Classical.choice, Quot.sound]
```

`rowLabel` and `snakeLabel` are the two numberings, with integer values so that differences can be negative. In `bonds`, `inl (r, c)` is the horizontal bond to the right of a site and `inr (r, c)` the vertical bond to the next row; each bond occurs once, and the boundaries are open. `bondLength` is the absolute label difference, and `totalLength` sums it.

The main theorem, `row_versus_snake`, says that for $L\ge2$ both totals equal $L^3-L$, and that $L$ and $2L-1$ are the greatest elements of the respective sets of bond lengths. `IsGreatest` means that some bond attains the value and none exceeds it.

The hypothesis matters for the maxima. At $L=1$ there are no bonds, so the set of lengths is empty and has no greatest element, although both totals are correctly $0$.

The file treats labels, not fermionic operators: `zString` takes the Jordan-Wigner rule as its definition. The model has one mode per site and only nearest-neighbour bonds. The result compares string lengths, not circuit depth or simulation cost.

## From single bonds to the totals

`labels_bijOn` shows that each numbering maps into the right interval and is injective, then obtains surjectivity by comparing cardinalities. `row_length`, `snake_horizontal` and `snake_vertical` compute the bond lengths, splitting on the parity of `r` for snake order.

In `total_rectangle`, the local statement `key` reduces the total to one gap between rows. The inductions `odd_up` and `odd_down` sum the odd numbers in the two directions. `longest_rectangle` combines the corner bond with the upper bounds from `bond_bounds`, and `row_versus_snake` sets $R=C=L$.

`zString_card` counts the labels between distinct ends. `total_zString` uses the lower bounds in `bond_bounds` to ensure that the ends differ, then subtracts one per bond.

## The ordering step in a program

In Python, the snake label is

```python
def snake(r, c, L):
    return L*r + (c if r % 2 == 0 else L - 1 - c)
```

For a bond with labels `p < q`, the program places $Z$ on `range(p + 1, q)`. Summing the lengths of these ranges over all bonds should give $L(L-1)^2$ for either numbering. This is a partial check: a missing horizontal bond leaves the sum unchanged, because its range is empty, and the sum does not tell the two numberings apart.
